# Forces in a linear polarisable model without derivatives of the induced dipoles

In one common type of polarisable force field, atoms carry dipoles induced by the permanent charges and by the other induced dipoles. When one atom moves, the dipoles on all atoms can change. The force is minus the derivative of the energy with respect to the atom's position, so it seems to require the response of every dipole to every displacement.

Collect the components of all induced dipoles in a vector $m$ and those of the permanent field at the sites in a vector $E$. The matrix $B$ holds the inverse polarisabilities on its diagonal blocks and the dipole couplings elsewhere. The induced dipoles solve $Bm=E$, and the polarisation energy is $W=-\tfrac12 E\cdot B^{-1}E$. Let $B$ and $E$ depend differentiably on a real parameter $t$, either a nuclear coordinate or the time along a trajectory, and let a prime denote $d/dt$. If $B(t)$ is symmetric positive definite, then $W$ is differentiable and

$$W'=\tfrac12\,m\cdot B'm-m\cdot E'.$$

No $m'$ appears. When $t$ is a nuclear coordinate, the polarisation force along it is $-W'$. In a simulation that uses this energy $W$, with the same field $E$ inducing the dipoles and entering the energy, one solution of $Bm=E$ per geometry therefore serves for all components of the polarisation force.

## Cancellation of the dipole response

For arbitrary trial dipoles $\mu$, define

$$U(\mu)=\tfrac12\,\mu\cdot B\mu-\mu\cdot E.$$

At $\mu=m$ we have $Bm=E$, so $U(m)=\tfrac12 m\cdot E-m\cdot E=-\tfrac12 m\cdot E=W$.

Let $\mu(t)$ be differentiable. The product rule gives

$$\frac{d}{dt}U(\mu)=\tfrac12\left(\mu'\cdot B\mu+\mu\cdot B'\mu+\mu\cdot B\mu'\right)-\mu'\cdot E-\mu\cdot E'.$$

Since $B$ is symmetric, $\mu\cdot B\mu'=\mu'\cdot B\mu$, and therefore

$$\frac{d}{dt}U(\mu)=\tfrac12\,\mu\cdot B'\mu-\mu\cdot E'+\mu'\cdot(B\mu-E).$$

To set $\mu=m$ we need $m$ to be differentiable. By Cramer's rule, $m_i$ is the determinant of $B$ with column $i$ replaced by $E$, divided by $\det B$. Both determinants are polynomials in differentiable entries, and $\det B\neq0$, so $m'$ exists. The residual $Bm-E$ vanishes, and the stated formula remains. Dipoles frozen at their current values have $\mu'=0$ and give the same derivative.

## The functional and its derivative in Lean

The finite type `n` labels dipole components, three per atom in the usual case; it is not itself a number.

```lean
import Mathlib

open Matrix

namespace PolarisableForces

noncomputable section

variable {n : Type*} [Fintype n]
```

The symbol `⬝ᵥ` is the scalar product and `*ᵥ` applies a matrix to a vector.

```lean
/-- The polarisation functional `U(μ) = (1/2) μ·Bμ - μ·E` of trial dipoles `μ` in the field `E`. -/
def polFunctional (B : Matrix n n ℝ) (E μ : n → ℝ) : ℝ :=
  (1 / 2) * (μ ⬝ᵥ B *ᵥ μ) - μ ⬝ᵥ E
```

`HasDerivAt f f' t` says that `f` is differentiable at `t` with derivative `f'`. The names `B'` and `E'` acquire their meaning only through such hypotheses, which are imposed entry by entry. The first lemma differentiates a scalar product as a finite sum of products.

```lean
/-- Product rule for the scalar product of two differentiable vectors. -/
theorem hasDerivAt_dotProduct {u v : ℝ → n → ℝ} {u' v' : n → ℝ} {t : ℝ}
    (hu : ∀ i, HasDerivAt (fun s => u s i) (u' i) t)
    (hv : ∀ i, HasDerivAt (fun s => v s i) (v' i) t) :
    HasDerivAt (fun s => u s ⬝ᵥ v s) (u' ⬝ᵥ v t + u t ⬝ᵥ v') t := by
  have h : HasDerivAt (fun s => ∑ i, u s i * v s i)
      (∑ i, (u' i * v t i + u t i * v' i)) t :=
    HasDerivAt.fun_sum fun i _ => (hu i).fun_mul (hv i)
  rw [Finset.sum_add_distrib] at h
  exact h
```

The next theorem is the product-rule computation for trial dipoles. In its proof, `hBμ` differentiates $B\mu$ row by row, `hs` is the use of symmetry, and `ring` collects the terms. The term $\mu'\cdot(B\mu-E)$ is what the force formula misses, as a derivative of $U(\mu)$, when an iterative solver stops before convergence.

```lean
/-- If `B`, `E` and the trial dipoles `μ` are differentiable at a time when `B` is symmetric, the
functional `U(μ)` has the derivative `(1/2) μ·B'μ - μ·E' + μ'·(Bμ - E)` there. -/
theorem hasDerivAt_polFunctional {B : ℝ → Matrix n n ℝ} {B' : Matrix n n ℝ}
    {E μ : ℝ → n → ℝ} {E' μ' : n → ℝ} {t : ℝ}
    (hB : ∀ i j, HasDerivAt (fun s => B s i j) (B' i j) t)
    (hE : ∀ i, HasDerivAt (fun s => E s i) (E' i) t)
    (hμ : ∀ i, HasDerivAt (fun s => μ s i) (μ' i) t)
    (hsym : (B t).IsSymm) :
    HasDerivAt (fun s => polFunctional (B s) (E s) (μ s))
      ((1 / 2) * (μ t ⬝ᵥ B' *ᵥ μ t) - μ t ⬝ᵥ E' + μ' ⬝ᵥ (B t *ᵥ μ t - E t)) t := by
  have hBμ : ∀ i, HasDerivAt (fun s => (B s *ᵥ μ s) i)
      ((B' *ᵥ μ t + B t *ᵥ μ') i) t := fun i =>
    hasDerivAt_dotProduct (u := fun s => B s i) (u' := B' i) (fun j => hB i j) hμ
  have h := ((hasDerivAt_dotProduct hμ hBμ).const_mul (1 / 2 : ℝ)).fun_sub
    (hasDerivAt_dotProduct hμ hE)
  -- symmetry of `B` makes the two terms containing `μ'` equal
  have hs : μ t ⬝ᵥ B t *ᵥ μ' = μ' ⬝ᵥ B t *ᵥ μ t := by
    rw [Matrix.dotProduct_mulVec, ← Matrix.mulVec_transpose, hsym.eq, dotProduct_comm]
  refine h.congr_deriv ?_
  simp only [dotProduct_add, dotProduct_sub, hs]
  ring
```

## Induced dipoles and their differentiability

The dipoles and the energy are defined with the matrix inverse. Lean assigns a singular matrix the inverse zero, so the theorems below require a nonzero determinant or positive definiteness.

```lean
variable [DecidableEq n]

/-- The induced dipoles `m = B⁻¹E`, for invertible `B`. -/
def inducedDipole (B : Matrix n n ℝ) (E : n → ℝ) : n → ℝ := B⁻¹ *ᵥ E

/-- The polarisation energy `W = -(1/2) E·B⁻¹E`, for invertible `B`. -/
def polEnergy (B : Matrix n n ℝ) (E : n → ℝ) : ℝ := -(1 / 2) * (E ⬝ᵥ B⁻¹ *ᵥ E)
```

Two lemmas record that $Bm=E$ and that $U(m)=W$.

```lean
/-- For invertible `B` the induced dipoles solve the polarisation equations `Bm = E`. -/
theorem mulVec_inducedDipole {B : Matrix n n ℝ} (h : B.det ≠ 0) (E : n → ℝ) :
    B *ᵥ inducedDipole B E = E := by
  rw [inducedDipole, Matrix.mulVec_mulVec,
    Matrix.mul_nonsing_inv _ (isUnit_iff_ne_zero.mpr h), Matrix.one_mulVec]

/-- For invertible `B` the polarisation energy is the value of the functional at the induced
dipoles. -/
theorem polEnergy_eq_polFunctional {B : Matrix n n ℝ} (h : B.det ≠ 0) (E : n → ℝ) :
    polEnergy B E = polFunctional B E (inducedDipole B E) := by
  rw [polFunctional, mulVec_inducedDipole h, polEnergy, dotProduct_comm E]
  unfold inducedDipole
  ring
```

The determinant is a signed sum, over permutations, of products of entries. Induction on the set of factors handles each product, and the sum rule does the rest.

```lean
/-- The determinant of a matrix with differentiable entries is differentiable. -/
theorem differentiableAt_det {A : ℝ → Matrix n n ℝ} {t : ℝ}
    (h : ∀ i j, DifferentiableAt ℝ (fun s => A s i j) t) :
    DifferentiableAt ℝ (fun s => (A s).det) t := by
  have hprod : ∀ (σ : Equiv.Perm n) (S : Finset n),
      DifferentiableAt ℝ (fun s => ∏ i ∈ S, A s (σ i) i) t := by
    intro σ S
    induction S using Finset.induction_on with
    | empty => simp
    | insert a S ha ih =>
      simp only [Finset.prod_insert ha]
      exact (h (σ a) a).mul ih
  -- the determinant is a signed sum of such products
  have hs : ∀ σ ∈ (Finset.univ : Finset (Equiv.Perm n)),
      HasDerivAt (fun s => ((Equiv.Perm.sign σ : ℤ) : ℝ) * ∏ i, A s (σ i) i)
        (deriv (fun s => ((Equiv.Perm.sign σ : ℤ) : ℝ) * ∏ i, A s (σ i) i) t) t :=
    fun σ _ => ((hprod σ Finset.univ).const_mul _).hasDerivAt
  simp only [Matrix.det_apply']
  exact (HasDerivAt.fun_sum hs).differentiableAt
```

In the following proof, `key` is Cramer's rule, with `updateCol i (E s)` replacing column `i` by the field. Each entry of the new matrix comes from either $E$ or $B$, which is the case distinction in `hcol`.

```lean
/-- If `B` and `E` are differentiable at a time when `B` is invertible, then so are the induced
dipoles. -/
theorem differentiableAt_inducedDipole {B : ℝ → Matrix n n ℝ} {E : ℝ → n → ℝ} {t : ℝ}
    (hB : ∀ i j, DifferentiableAt ℝ (fun s => B s i j) t)
    (hE : ∀ i, DifferentiableAt ℝ (fun s => E s i) t) (hdet : (B t).det ≠ 0) (i : n) :
    DifferentiableAt ℝ (fun s => inducedDipole (B s) (E s) i) t := by
  -- Cramer's rule
  have key : ∀ s, inducedDipole (B s) (E s) i
      = (B s).det⁻¹ * ((B s).updateCol i (E s)).det := by
    intro s
    rw [inducedDipole, Matrix.inv_def, Ring.inverse_eq_inv', Matrix.smul_mulVec,
      ← Matrix.cramer_eq_adjugate_mulVec, Pi.smul_apply, Matrix.cramer_apply, smul_eq_mul]
  have hcol : ∀ k l, DifferentiableAt ℝ (fun s => (B s).updateCol i (E s) k l) t := by
    intro k l
    by_cases hl : l = i
    · simpa [Matrix.updateCol_apply, hl] using hE k
    · simpa [Matrix.updateCol_apply, hl] using hB k l
  simp only [key]
  exact ((differentiableAt_det hB).inv hdet).mul (differentiableAt_det hcol)
```

## The force formula

At a single time `t`, symmetry and invertibility suffice. The proof inserts the induced dipoles into the derivative of $U$. Because $W=U(m)$ was shown only for invertible $B$, `hev` first establishes that the determinant stays nonzero near `t`; functions that agree near a point have the same derivative there. The last line removes the residual.

```lean
/-- If `B` and `E` are differentiable at a time when `B` is symmetric and invertible, the
polarisation energy has the derivative `W' = (1/2) m·B'm - m·E'`. -/
theorem hasDerivAt_polEnergy {B : ℝ → Matrix n n ℝ} {B' : Matrix n n ℝ}
    {E : ℝ → n → ℝ} {E' : n → ℝ} {t : ℝ}
    (hB : ∀ i j, HasDerivAt (fun s => B s i j) (B' i j) t)
    (hE : ∀ i, HasDerivAt (fun s => E s i) (E' i) t)
    (hsym : (B t).IsSymm) (hdet : (B t).det ≠ 0) :
    HasDerivAt (fun s => polEnergy (B s) (E s))
      ((1 / 2) * (inducedDipole (B t) (E t) ⬝ᵥ B' *ᵥ inducedDipole (B t) (E t))
        - inducedDipole (B t) (E t) ⬝ᵥ E') t := by
  have hBd := fun i j => (hB i j).differentiableAt
  have hμ := fun i => (differentiableAt_inducedDipole hBd
    (fun i => (hE i).differentiableAt) hdet i).hasDerivAt
  have h := hasDerivAt_polFunctional (μ := fun s => inducedDipole (B s) (E s)) hB hE hμ hsym
  -- `B` stays invertible nearby, so the energy equals the functional there
  have hev : ∀ᶠ s in nhds t, (B s).det ≠ 0 :=
    (differentiableAt_det hBd).continuousAt.eventually_ne hdet
  refine (h.congr_of_eventuallyEq ?_).congr_deriv ?_
  · filter_upwards [hev] with s hs
    exact polEnergy_eq_polFunctional hs _
  · -- the residual `Bm - E` vanishes
    simp only [mulVec_inducedDipole hdet, sub_self, dotProduct_zero, add_zero]
```

For frozen dipoles, the trial vector is constant in `s` and its derivative is `0`.

```lean
/-- If `B` and `E` are differentiable at a time when `B` is symmetric and invertible, the
functional with dipoles frozen at their induced values has the same derivative as the energy. -/
theorem hasDerivAt_frozenDipoles {B : ℝ → Matrix n n ℝ} {B' : Matrix n n ℝ}
    {E : ℝ → n → ℝ} {E' : n → ℝ} {t : ℝ}
    (hB : ∀ i j, HasDerivAt (fun s => B s i j) (B' i j) t)
    (hE : ∀ i, HasDerivAt (fun s => E s i) (E' i) t)
    (hsym : (B t).IsSymm) (hdet : (B t).det ≠ 0) :
    HasDerivAt (fun s => polFunctional (B s) (E s) (inducedDipole (B t) (E t)))
      (deriv (fun s => polEnergy (B s) (E s)) t) t := by
  have h := hasDerivAt_polFunctional (μ := fun _ => inducedDipole (B t) (E t)) (μ' := 0)
    hB hE (fun i => hasDerivAt_const t _) hsym
  rw [(hasDerivAt_polEnergy hB hE hsym hdet).deriv]
  refine h.congr_deriv ?_
  simp only [zero_dotProduct, add_zero]
```

The final theorem assumes positive definiteness at all times. Physically, every nonzero pattern of dipoles then costs energy in the absence of a field; point dipoles that come too close can violate this, the so-called polarisation catastrophe. Mathlib's `PosDef` includes symmetry for real matrices and implies a positive determinant, so the single-time result applies at every `t`.

Here `B` and `E` are arbitrary functions of `t`. Constructing them from atomic positions, polarisabilities and dipole tensors, and checking the hypotheses for the result, is the step that remains for a particular force field.

```lean
/-- For differentiable `E(t)` and differentiable, positive definite `B(t)`, the polarisation energy
is differentiable at all times, with `W' = (1/2) m·B'm - m·E'`. -/
theorem polEnergy_deriv_of_posDef {B B' : ℝ → Matrix n n ℝ} {E E' : ℝ → n → ℝ}
    (hB : ∀ t i j, HasDerivAt (fun s => B s i j) (B' t i j) t)
    (hE : ∀ t i, HasDerivAt (fun s => E s i) (E' t i) t)
    (hpos : ∀ t, (B t).PosDef) :
    Differentiable ℝ (fun s => polEnergy (B s) (E s)) ∧
      ∀ t, deriv (fun s => polEnergy (B s) (E s)) t =
        (1 / 2) * (inducedDipole (B t) (E t) ⬝ᵥ B' t *ᵥ inducedDipole (B t) (E t))
          - inducedDipole (B t) (E t) ⬝ᵥ E' t := by
  have hsym : ∀ t, (B t).IsSymm := by
    intro t
    have h := (hpos t).isHermitian.eq
    rw [Matrix.conjTranspose_eq_transpose_of_trivial] at h
    exact h
  have h := fun t => hasDerivAt_polEnergy (hB t) (hE t) (hsym t) (hpos t).det_pos.ne'
  exact ⟨fun t => (h t).differentiableAt, fun t => (h t).deriv⟩

end

end PolarisableForces
```

```lean
#print axioms PolarisableForces.hasDerivAt_frozenDipoles
#print axioms PolarisableForces.polEnergy_deriv_of_posDef
```

```
'PolarisableForces.hasDerivAt_frozenDipoles' depends on axioms: [propext, Classical.choice, Quot.sound]
'PolarisableForces.polEnergy_deriv_of_posDef' depends on axioms: [propext, Classical.choice, Quot.sound]
```

## A non-symmetric matrix, and the eigenvalue analogue

The following two arguments are given in ordinary mathematics alone. First, take the constant matrix and the field

$$B=\begin{pmatrix}1&1\\0&1\end{pmatrix},\qquad E(t)=\begin{pmatrix}1\\t\end{pmatrix}.$$

Then $m=(1-t,\,t)$ and $W=-\tfrac12(1-t+t^2)$, so $W'(0)=\tfrac12$. The formula would give $-m\cdot E'=-t=0$ at $t=0$. Invertibility without symmetry is therefore not enough, even though $x\cdot Bx>0$ for every nonzero $x$ here.

Second, the same cancellation gives the Hellmann–Feynman formula for a finite real symmetric Hamiltonian matrix $H(t)$ with differentiable entries. Suppose that $v(t)$ is a differentiable unit eigenvector with eigenvalue $\lambda(t)$. Differentiating $\lambda=v\cdot Hv$ gives

$$\lambda'=v\cdot H'v+2\lambda\,v'\cdot v=v\cdot H'v,$$

because $v\cdot v=1$ implies $v'\cdot v=0$.
